# At fixed coupling, the energy of one Richardson pair moves at the occupation-weighted mean rate of the levels

## One pair on moving levels

Two fermions form a pair that can sit in any of finitely many levels. Without a pairing force, the pair on level $i$ has energy $d_i$, which is twice the single-particle energy when the two particles occupy degenerate partner states. The pairing force has the same matrix element $-g$ between any two levels and also from each level to itself, and $g>0$ means attraction. The levels now move with a parameter $t$, such as a bond length or the deformation of a confining potential. How fast does the energy $E$ of the pair move?

In the basis of levels, the Hamiltonian is the matrix

$$H_{ij} = d_i\,\delta_{ij} - g .$$

Suppose that $E$ coincides with none of the $d_i$, and define the amplitudes

$$v_i = \frac{1}{d_i-E}.$$

Row $i$ of $Hv=Ev$ reads $d_i v_i - g\sum_j v_j = E v_i$, or $(d_i-E)v_i = g\sum_j v_j$. The left side is $1$ by the definition of $v_i$. Every row therefore gives the same condition,

$$g\sum_j \frac{1}{d_j-E} = 1,$$

which is the Richardson equation for one pair. If there is at least one level, $v$ is an eigenvector with eigenvalue $E$ exactly when this equation holds.

The vector $v$ is not normalized. The normalized amplitudes are $v_i/\sqrt{\sum_j v_j^2}$, so the probability of finding the pair on level $i$ is

$$n_i = \frac{v_i^2}{\sum_j v_j^2} = \frac{(d_i-E)^{-2}}{\sum_j (d_j-E)^{-2}} .$$

These are the one-pair occupations, and they add up to one.

## The rate of the pair energy

Let $d_i(t)$ and $E(t)$ be real and differentiable, let $E(t)$ avoid all levels, and let the Richardson equation hold for all $t$ with a fixed $g\neq 0$ and at least one level. Then

$$E' = \sum_i n_i\, d_i' .$$

The derivation costs little more if the coupling may vary as well, so let $g$ be a differentiable function of $t$ for the moment. The quotient rule gives

$$v_i' = -\frac{d_i'-E'}{(d_i-E)^2} = -(d_i'-E')\,v_i^2 .$$

Write $A=\sum_i v_i$, $S=\sum_i v_i^2$ and $W=\sum_i v_i^2 d_i'$. The product $gA$ equals $1$ for every value of the parameter, so its derivative vanishes:

$$g'A + g\,(E'S - W) = 0 .$$

Multiply by $A$ and use $gA=1$:

$$g'A^2 + E'S - W = 0 .$$

Each $v_i$ is nonzero and there is at least one level, so $S>0$ and we may divide:

$$E' = \frac{W}{S} - g'\,\frac{A^2}{S} = \sum_i n_i d_i' - g'\,\frac{\left(\sum_i v_i\right)^2}{\sum_i v_i^2} .$$

For fixed $g$ the last term is absent, which proves the claim.

This is the Hellmann–Feynman formula for the matrix $H$: the first term is the expectation value of the derivative of the level energies, the second that of the derivative of the pairing term. Here it comes from differentiating the scalar equation for $E$, whose terms are the explicit amplitudes $v_i$.

Since the $n_i$ are nonnegative and add up to one, $E'$ is a weighted mean. If $a\le d_i'\le b$ for all $i$, then $a\le E'\le b$.

For one pair with uniform coupling in a finite set of levels, the slope of the energy along a parameter that moves only the levels thus follows from the occupations and the level slopes at a single parameter value.

## Two levels moving apart

Take levels $-s$ and $s$, fix $g>0$, and set $r=\sqrt{g^2+s^2}$. The energy $E=-g-r$ lies below both levels, because $r\ge |s|$ and $g>0$. The distances from $E$ to the levels are $g+r-s$ and $g+r+s$, so

$$g\left(\frac{1}{g+r-s}+\frac{1}{g+r+s}\right) = \frac{2g(g+r)}{(g+r)^2-s^2} = 1,$$

since $(g+r)^2-s^2 = 2g^2+2gr$. This gives a solution for every real $s$, including $s=0$, where the levels coincide and $E=-2g$.

With $s$ as the parameter, the levels move at rates $-1$ and $+1$. The difference of the occupations, upper minus lower for $s>0$, works out to $-s/r$, in agreement with the direct derivative of $-g-\sqrt{g^2+s^2}$.

## A varying coupling breaks the formula

Take a single level that stays at $d=0$, and let the coupling be $g(t)=e^t$. The Richardson equation $e^t/(0-E)=1$ gives $E(t)=-e^t$, which never meets the level. The only occupation is $n=1$ and the level does not move, so the weighted mean is $0$, but $E'=-e^t$. The missing amount is the coupling term: here $A^2/S=1$ and $-g'=-e^t$.

## How the Lean statement encodes the physics

The levels are labelled by a finite type `ι`. A function `d : ι → ℝ` gives the level energies at one parameter value, and `d : ℝ → ι → ℝ` gives them along a path, so that `d s i` is level $i$ at parameter $s$. The definitions `amplitude`, `occupation` and `pairHamiltonian` are $v_i$, $n_i$ and $H$.

The proposition `IsPairEnergy g d E` says that no level equals $E$ and that $g\sum_i v_i=1$. For $g\ne0$ this is the same as $\sum_i v_i = 1/g$. The product form also rules out $g=0$ and an empty set of levels, since either would make its left side zero. Neither condition therefore appears as a separate hypothesis in the derivative theorems.

The main theorem is `energy_derivative`. Its hypotheses are:

- `h`: the Richardson equation holds at every parameter value `s`, with one fixed `g`;
- `hd`: each level has derivative `d' i` at the point `t`;
- `hE`: the pair energy has derivative `E'` at `t`.

Here `d' i` and `E'` are numbers, and differentiability is required only at `t`. If the functions are differentiable everywhere, the theorem applies at each `t` in turn. The conclusion is $E'=\sum_i n_i d_i'$ with the occupations taken at `t`.

The sign of `g` is free, so repulsion is included. Levels may coincide with each other, and $E$ may be any solution of the equation, not only the ground state. Where levels coincide, however, $H$ also has an eigenvalue equal to their common energy; it does not come from the Richardson equation and is not covered. The existence of a path $E(t)$ and its differentiability are assumed, not derived. The model has a single pair, finitely many levels and a coupling that is the same between all of them; the coupled Richardson equations for several pairs are not treated.

## The complete file

```lean
import Mathlib

open Matrix

namespace RichardsonOnePair

noncomputable section

variable {ι : Type*} [Fintype ι]

/-- The unnormalized amplitude `1 / (d i - E)` of a pair of energy `E` on the level `d i`. -/
def amplitude (d : ι → ℝ) (E : ℝ) (i : ι) : ℝ := 1 / (d i - E)

/-- The one-pair Richardson equation, multiplied through by the coupling `g`, for a pair
energy `E` that coincides with none of the levels `d i`. -/
def IsPairEnergy (g : ℝ) (d : ι → ℝ) (E : ℝ) : Prop :=
  (∀ i, d i ≠ E) ∧ g * ∑ i, amplitude d E i = 1

/-- The normalized occupation of level `i` by the pair. -/
def occupation (d : ι → ℝ) (E : ℝ) (i : ι) : ℝ :=
  amplitude d E i ^ 2 / ∑ j, amplitude d E j ^ 2

/-- The Hamiltonian of one pair: the diagonal matrix of the level energies `d i`, with the pairing
term `-g` added to every entry, including the diagonal ones. -/
def pairHamiltonian [DecidableEq ι] (g : ℝ) (d : ι → ℝ) : Matrix ι ι ℝ :=
  Matrix.of fun i j => (if i = j then d i else 0) - g

/-- Away from the levels, the amplitudes `1 / (d i - E)` solve the Schrödinger equation of
one pair with energy `E` exactly when the Richardson equation holds. -/
theorem eigenvector_iff [DecidableEq ι] [Nonempty ι] (g : ℝ) (d : ι → ℝ) (E : ℝ)
    (hne : ∀ i, d i ≠ E) :
    pairHamiltonian g d *ᵥ amplitude d E = E • amplitude d E ↔ IsPairEnergy g d E := by
  have hrow : ∀ i, (pairHamiltonian g d *ᵥ amplitude d E) i
      = d i * amplitude d E i - g * ∑ j, amplitude d E j := by
    intro i
    simp [pairHamiltonian, Matrix.mulVec, dotProduct, sub_mul, Finset.sum_sub_distrib,
      Finset.mul_sum]
  have hamp : ∀ i, (d i - E) * amplitude d E i = 1 := fun i =>
    mul_one_div_cancel (sub_ne_zero.2 (hne i))
  constructor
  · intro h
    obtain ⟨i⟩ := ‹Nonempty ι›
    have hi := congrFun h i
    rw [hrow, Pi.smul_apply, smul_eq_mul] at hi
    exact ⟨hne, by linear_combination hamp i - hi⟩
  · intro h
    funext i
    rw [hrow, Pi.smul_apply, smul_eq_mul]
    linear_combination hamp i - h.2

/-- The squared norm of the pair amplitudes is positive for every solution of the
Richardson equation. -/
theorem norm_sq_pos {g : ℝ} {d : ι → ℝ} {E : ℝ} (h : IsPairEnergy g d E) :
    0 < ∑ i, amplitude d E i ^ 2 := by
  rcases isEmpty_or_nonempty ι with hι | hι
  · -- without levels the Richardson equation would read 0 = 1
    have h2 := h.2
    simp at h2
  · refine Finset.sum_pos (fun i _ => ?_) Finset.univ_nonempty
    have hi : amplitude d E i ≠ 0 := one_div_ne_zero (sub_ne_zero.2 (h.1 i))
    positivity

/-- The occupations of the levels add up to one pair. -/
theorem sum_occupation {g : ℝ} {d : ι → ℝ} {E : ℝ} (h : IsPairEnergy g d E) :
    ∑ i, occupation d E i = 1 := by
  unfold occupation
  rw [← Finset.sum_div]
  exact div_self (norm_sq_pos h).ne'

/-- When both the levels and the coupling vary, the pair energy changes at the
occupation-weighted rate of the levels, minus the rate of the coupling times the squared
sum of the amplitudes over their squared norm. -/
theorem energy_derivative_general {d : ℝ → ι → ℝ} {E g : ℝ → ℝ} {d' : ι → ℝ}
    {E' g' t : ℝ} (h : ∀ s, IsPairEnergy (g s) (d s) (E s))
    (hd : ∀ i, HasDerivAt (fun s => d s i) (d' i) t)
    (hE : HasDerivAt E E' t) (hg : HasDerivAt g g' t) :
    E' = ∑ i, occupation (d t) (E t) i * d' i
      - g' * ((∑ i, amplitude (d t) (E t) i) ^ 2 / ∑ i, amplitude (d t) (E t) i ^ 2) := by
  -- the rate of change of each amplitude
  have hv : ∀ i, HasDerivAt (fun s => amplitude (d s) (E s) i)
      (-(d' i - E') * amplitude (d t) (E t) i ^ 2) t := by
    intro i
    have h1 := (hasDerivAt_const t (1 : ℝ)).fun_div ((hd i).fun_sub hE)
      (sub_ne_zero.2 ((h t).1 i))
    refine h1.congr_deriv ?_
    simp only [amplitude, div_pow]
    ring
  -- differentiate the left side of the Richardson equation, which equals 1 for every parameter
  have hF : HasDerivAt (fun s => g s * ∑ i, amplitude (d s) (E s) i)
      (g' * ∑ i, amplitude (d t) (E t) i
        + g t * ∑ i, -(d' i - E') * amplitude (d t) (E t) i ^ 2) t :=
    hg.fun_mul (HasDerivAt.fun_sum fun i _ => hv i)
  have hc : (fun s => g s * ∑ i, amplitude (d s) (E s) i) = fun _ => (1 : ℝ) :=
    funext fun s => (h s).2
  rw [hc] at hF
  have h0 := hF.unique (hasDerivAt_const t (1 : ℝ))
  have hsplit : ∑ i, -(d' i - E') * amplitude (d t) (E t) i ^ 2
      = E' * ∑ i, amplitude (d t) (E t) i ^ 2
        - ∑ i, amplitude (d t) (E t) i ^ 2 * d' i := by
    rw [Finset.mul_sum, ← Finset.sum_sub_distrib]
    exact Finset.sum_congr rfl fun i _ => by ring
  rw [hsplit] at h0
  have hocc : ∑ i, occupation (d t) (E t) i * d' i
      = (∑ i, amplitude (d t) (E t) i ^ 2 * d' i) / ∑ i, amplitude (d t) (E t) i ^ 2 := by
    rw [Finset.sum_div]
    exact Finset.sum_congr rfl fun i _ => div_mul_eq_mul_div _ _ _
  -- solve the differentiated equation for the rate of the pair energy
  have alg : ∀ A S W : ℝ, S ≠ 0 → g t * A = 1 → g' * A + g t * (E' * S - W) = 0 →
      E' = W / S - g' * (A ^ 2 / S) := by
    intro A S W hS hA hz
    have hq : W / S - g' * (A ^ 2 / S) = (W - g' * A ^ 2) / S := by ring
    rw [hq, eq_div_iff hS]
    linear_combination A * hz - (E' * S - W) * hA
  rw [hocc]
  exact alg _ _ _ (norm_sq_pos (h t)).ne' (h t).2 h0

/-- At fixed coupling, the rate of change of the pair energy is the average of the rates of
the levels, weighted by the one-pair occupations. -/
theorem energy_derivative {d : ℝ → ι → ℝ} {E : ℝ → ℝ} {g : ℝ} {d' : ι → ℝ} {E' t : ℝ}
    (h : ∀ s, IsPairEnergy g (d s) (E s))
    (hd : ∀ i, HasDerivAt (fun s => d s i) (d' i) t) (hE : HasDerivAt E E' t) :
    E' = ∑ i, occupation (d t) (E t) i * d' i := by
  have h1 := energy_derivative_general (g := fun _ => g) h hd hE (hasDerivAt_const t g)
  rw [zero_mul, sub_zero] at h1
  exact h1

/-- At fixed coupling, if all levels move at rates between `a` and `b`, so does the pair
energy. -/
theorem energy_derivative_mem_Icc {d : ℝ → ι → ℝ} {E : ℝ → ℝ} {g : ℝ} {d' : ι → ℝ}
    {E' t a b : ℝ} (h : ∀ s, IsPairEnergy g (d s) (E s))
    (hd : ∀ i, HasDerivAt (fun s => d s i) (d' i) t) (hE : HasDerivAt E E' t)
    (hab : ∀ i, d' i ∈ Set.Icc a b) : E' ∈ Set.Icc a b := by
  have hn : ∀ i, 0 ≤ occupation (d t) (E t) i := fun i =>
    div_nonneg (sq_nonneg _) (norm_sq_pos (h t)).le
  -- a constant is its own occupation-weighted average
  have hconst : ∀ c : ℝ, ∑ i, occupation (d t) (E t) i * c = c := by
    intro c
    rw [← Finset.sum_mul, sum_occupation (h t), one_mul]
  rw [energy_derivative h hd hE]
  constructor
  · calc a = ∑ i, occupation (d t) (E t) i * a := (hconst a).symm
      _ ≤ _ := Finset.sum_le_sum fun i _ => mul_le_mul_of_nonneg_left (hab i).1 (hn i)
  · calc _ ≤ ∑ i, occupation (d t) (E t) i * b :=
          Finset.sum_le_sum fun i _ => mul_le_mul_of_nonneg_left (hab i).2 (hn i)
      _ = b := hconst b

/-- For two levels at `-s` and `s` and attraction `g > 0`, the energy
`-g - √(g ^ 2 + s ^ 2)` solves the one-pair Richardson equation. -/
theorem two_level_witness (g s : ℝ) (hg : 0 < g) :
    IsPairEnergy g ![-s, s] (-g - √(g ^ 2 + s ^ 2)) := by
  have hr : √(g ^ 2 + s ^ 2) ^ 2 = g ^ 2 + s ^ 2 := Real.sq_sqrt (by positivity)
  have hs : |s| ≤ √(g ^ 2 + s ^ 2) := Real.abs_le_sqrt (by nlinarith [sq_nonneg g])
  obtain ⟨hs1, hs2⟩ := abs_le.1 hs
  -- the pair energy lies below both levels
  have h1 : -s - (-g - √(g ^ 2 + s ^ 2)) ≠ 0 := ne_of_gt (by linarith)
  have h2 : s - (-g - √(g ^ 2 + s ^ 2)) ≠ 0 := ne_of_gt (by linarith)
  refine ⟨Fin.forall_fin_two.2 ⟨sub_ne_zero.1 h1, sub_ne_zero.1 h2⟩, ?_⟩
  rw [Fin.sum_univ_two]
  change g * (1 / (-s - (-g - √(g ^ 2 + s ^ 2))) + 1 / (s - (-g - √(g ^ 2 + s ^ 2)))) = 1
  rw [div_add_div _ _ h1 h2, ← mul_div_assoc, div_eq_iff (mul_ne_zero h1 h2)]
  linear_combination -hr

end

end RichardsonOnePair
```

```lean
#print axioms RichardsonOnePair.eigenvector_iff
-- 'RichardsonOnePair.eigenvector_iff' depends on axioms: [propext, Classical.choice, Quot.sound]
#print axioms RichardsonOnePair.energy_derivative
-- 'RichardsonOnePair.energy_derivative' depends on axioms: [propext, Classical.choice, Quot.sound]
#print axioms RichardsonOnePair.energy_derivative_mem_Icc
-- 'RichardsonOnePair.energy_derivative_mem_Icc' depends on axioms: [propext, Classical.choice, Quot.sound]
```

## How the proof follows the calculation

**The eigenvector condition.** In `eigenvector_iff`, the step `hrow` computes a row of $Hv$ as $d_i v_i - g\sum_j v_j$, and `hamp` records $(d_i-E)v_i=1$. In both directions `linear_combination` subtracts one relation from the other, which is the cancellation done above. The forward direction picks some row, and this is where `Nonempty ι` enters: with no levels the matrix equation would hold trivially while the Richardson equation would fail.

**Normalization.** The lemma `norm_sq_pos` proves $S>0$. It separates the case without levels, where the Richardson equation would read $0=1$, from the case with levels, where a nonempty sum of positive squares is positive. Then `sum_occupation` pulls the common denominator out of $\sum_i n_i$ and divides $S$ by itself.

**Differentiating the Richardson equation.** The theorem `energy_derivative_general` carries the main argument, with a varying coupling. Its steps match the hand derivation:

- `hv` is the quotient rule, brought to the form $v_i'=-(d_i'-E')v_i^2$.
- `hF` applies the product rule to $g\sum_i v_i$ and differentiates the sum term by term.
- `hc` states that this function is the constant $1$. A function has at most one derivative at a point, so `hF.unique` equates the computed derivative with zero.
- `hsplit` rewrites $\sum_i v_i'$ as $E'S-W$, and `hocc` rewrites $\sum_i n_i d_i'$ as $W/S$.
- `alg` solves for $E'$. After the denominator $S$ is cleared, its `linear_combination` multiplies the differentiated equation by $A$ and uses $gA=1$, as above.

The equality of functions in `hc` is the reason why `h` speaks about all parameter values. The Richardson equation at the single point `t` would say nothing about a derivative. In the hand derivation an open interval around `t` is enough, so it also covers a parameter such as a bond length, which takes only positive values.

**Fixed coupling and bounds.** The theorem `energy_derivative` inserts a constant function for the coupling, whose derivative is zero, and the extra term vanishes. For `energy_derivative_mem_Icc`, the step `hn` gives $n_i\ge0$ and `hconst` gives $\sum_i n_i c=c$ for any constant $c$. Comparing $\sum_i n_i d_i'$ term by term with $\sum_i n_i a$ and $\sum_i n_i b$ yields the two inequalities.

**The two-level solution.** In `two_level_witness`, the bound `hs` is $|s|\le r$, from which `h1` and `h2` conclude that neither distance to a level is zero. The two fractions are then put over a common denominator, and what remains is a polynomial identity that follows from `hr`, the relation $r^2=g^2+s^2$. The theorem establishes that the energy solves the equation for each $s$; the slope $-s/r$ in the example was computed by hand.
